# Exact hydrogenic eigenvectors on a suitably scaled Lagrange mesh

Take a single mesh point $x_0=a>0$ and the function $f_0(x)=(x/a)\,e^{-(x-a)/2}$, which equals 1 at $a$. Differentiating twice gives $f_0''(a)=\tfrac14-\tfrac1a$. With $r=hx$ and $h=1/(2Z)$, the $1\times1$ Hamiltonian for an s electron in the field of a charge $Z>0$ is, in atomic units,

$$-\frac{f_0''(a)}{2h^2}-\frac{Z}{ha}=-\frac{Z^2}{2}+\frac{2Z^2}{a}-\frac{2Z^2}{a}=-\frac{Z^2}{2}.$$

The $1/a$ part of the kinetic term cancels the Coulomb term wherever the point lies, and the 1s energy remains. The problems below extend this to $N$ points and higher states.

## The mesh and the radial functions

```lean
import Mathlib

open Polynomial
open scoped Matrix

namespace LagrangeMeshHydrogen

noncomputable section
```

The nodes $x_i$ are real numbers labelled by `Fin N`, so $i=0,\dots,N-1$. With $l_j$ the Lagrange polynomial of node $j$, the mesh functions are $f_j(t)=(t/x_j)\,l_j(t)\,e^{-(t-x_j)/2}$.

```lean
/-- The regularised Lagrange-mesh function `(t/x_j) l_j(t) exp(-(t-x_j)/2)`,
for distinct non-zero nodes `x`. -/
def meshFun {N : ℕ} (x : Fin N → ℝ) (j : Fin N) (t : ℝ) : ℝ :=
  t / x j * (Lagrange.basis Finset.univ x j).eval t * Real.exp (-(t - x j) / 2)
```

The Hamiltonian has kinetic entries $-f_j''(x_i)/(2h^2)$, with true second derivatives, and a diagonal potential $l(l+1)/(2h^2x_i^2)-Z/(hx_i)$. Here $l$ without an index is the angular momentum. The matrix describes one non-relativistic electron and a fixed point nucleus. For arbitrary nodes it is a collocation matrix; the usual Lagrange-mesh method on the half-line places the nodes at the zeros of a Laguerre polynomial. Even there the matrix need not be symmetric when, as here, the mesh functions are scaled to equal one at their own nodes.

```lean
/-- The mesh Hamiltonian for charge `Z`, angular momentum `l` and length scale `h`, in atomic
units with `r = h x`; the nodes are distinct and non-zero, and `h` is non-zero. -/
def meshHamiltonian {N : ℕ} (x : Fin N → ℝ) (h Z : ℝ) (l : ℕ) : Matrix (Fin N) (Fin N) ℝ :=
  Matrix.of fun i j => -deriv (deriv (meshFun x j)) (x i) / (2 * h ^ 2) +
    if i = j then (l * (l + 1) / (2 * h ^ 2 * x i ^ 2) - Z / (h * x i) : ℝ) else 0
```

A radial state is $u(t)=t^{l+1}w(t)e^{-t/2}$, unnormalised, with a polynomial $w$.

```lean
/-- The radial function `t^(l+1) w(t) exp(-t/2)` with polynomial factor `w`. -/
def radialFun (l : ℕ) (w : ℝ[X]) (t : ℝ) : ℝ :=
  t ^ (l + 1) * w.eval t * Real.exp (-t / 2)
```

For a hydrogenic state, $w$ solves the associated Laguerre equation, with $k=\deg w$ the number of radial nodes.

```lean
/-- The associated Laguerre equation `t w'' + (2l+2-t) w' + k w = 0`, with `k` the degree
of `w`. -/
def IsLaguerre (l : ℕ) (w : ℝ[X]) : Prop :=
  ∀ t : ℝ, t * (derivative (derivative w)).eval t +
    (2 * l + 2 - t) * (derivative w).eval t + w.natDegree * w.eval t = 0
```

Finally, let $D$ be the linear map $DP=P'-\tfrac12P$ on polynomials.

```lean
/-- The map `P ↦ P' - P/2`, which is differentiation of `P(t) exp(-t/2)` seen on the
polynomial prefactor. -/
def prefactorDeriv : ℝ[X] →ₗ[ℝ] ℝ[X] :=
  derivative - (1 / 2 : ℝ) • LinearMap.id
```

## (a) Values at the nodes

Show that for distinct non-zero nodes $f_j(x_i)=\delta_{ij}$.

**Solution.** If $i\neq j$, then $l_j(x_i)=0$. If $i=j$, the three factors are $x_i/x_i=1$, $l_i(x_i)=1$ and $e^0=1$. The proof makes the same split with `by_cases`.

```lean
/-- At distinct non-zero nodes each mesh function is one at its own node and zero at the
others. -/
theorem meshFun_node {N : ℕ} {x : Fin N → ℝ} (hx : Function.Injective x)
    (h0 : ∀ i, x i ≠ 0) (i j : Fin N) :
    meshFun x j (x i) = if i = j then 1 else 0 := by
  by_cases hij : i = j
  · subst hij
    simp [meshFun, Lagrange.eval_basis_self hx.injOn (Finset.mem_univ i), h0 i]
  · simp [meshFun, Lagrange.eval_basis_of_ne (Ne.symm hij) (Finset.mem_univ i), hij]
```

## (b) Differentiation acts on the prefactor

Show that $\frac{d}{dt}\big[P(t)e^{-t/2}\big]=(DP)(t)\,e^{-t/2}$.

**Solution.** The product rule gives $P'e^{-t/2}-\tfrac12Pe^{-t/2}$. In Lean, `h2` is the derivative of the exponential.

```lean
/-- The derivative of a polynomial times `exp(-t/2)` is again of this form, with prefactor
`P' - P/2`. -/
theorem deriv_eval_mul_exp (P : ℝ[X]) :
    deriv (fun t : ℝ => P.eval t * Real.exp (-t / 2)) =
      fun t => (prefactorDeriv P).eval t * Real.exp (-t / 2) := by
  funext t
  have h2 : HasDerivAt (fun s : ℝ => Real.exp (-s / 2)) (Real.exp (-t / 2) * (-1 / 2)) t :=
    ((hasDerivAt_id' t).fun_neg.div_const 2).exp
  rw [((P.hasDerivAt t).fun_mul h2).deriv]
  simp only [prefactorDeriv, LinearMap.sub_apply, LinearMap.smul_apply, LinearMap.id_apply,
    eval_sub, eval_smul, smul_eq_mul]
  ring
```

## (c) The mesh second derivative

Let the nodes be distinct and positive, and let $u(s)=s\,q(s)e^{-s/2}$ with $\deg q<N$. Show that for every real $t$

$$\sum_j f_j''(t)\,u(x_j)=u''(t).$$

**Solution.** Write $f_j(s)=\frac{e^{x_j/2}}{x_j}\,s\,l_j(s)\,e^{-s/2}$ (`hmesh`). Since $u(x_j)e^{x_j/2}/x_j=q(x_j)$ (`hc`),

$$\sum_j u(x_j)f_j(s)=s\,e^{-s/2}\sum_j q(x_j)l_j(s)=s\,q(s)e^{-s/2}=u(s),$$

because interpolation at $N$ points reproduces a polynomial of degree below $N$. Differentiate twice. Lean states the identity for prefactors (`hsum`) and applies the linear map $D$ twice, using (b).

```lean
/-- For distinct positive nodes the mesh second derivative is exact on every function
`s q(s) exp(-s/2)` whose polynomial `q` has degree below the number of nodes. -/
theorem mesh_second_deriv_exact {N : ℕ} {x : Fin N → ℝ} (hx : Function.Injective x)
    (hpos : ∀ i, 0 < x i) {q : ℝ[X]} (hq : q.natDegree < N) {u : ℝ → ℝ}
    (hu : ∀ s, u s = s * q.eval s * Real.exp (-s / 2)) (t : ℝ) :
    ∑ j, deriv (deriv (meshFun x j)) t * u (x j) = deriv (deriv u) t := by
  have hmesh : ∀ j, meshFun x j = fun s => ((Real.exp (x j / 2) / x j) •
      (X * Lagrange.basis Finset.univ x j)).eval s * Real.exp (-s / 2) := by
    intro j
    funext s
    have he : Real.exp (-(s - x j) / 2) = Real.exp (x j / 2) * Real.exp (-s / 2) := by
      rw [← Real.exp_add]
      congr 1
      ring
    simp only [meshFun, he, eval_smul, eval_mul, eval_X, smul_eq_mul]
    ring
  -- Lagrange interpolation reproduces the polynomial prefactor
  have hdeg : q.degree < (Finset.univ : Finset (Fin N)).card := by
    refine lt_of_le_of_lt degree_le_natDegree ?_
    rw [Finset.card_univ, Fintype.card_fin]
    exact_mod_cast hq
  have hint := Lagrange.eq_interpolate (v := x) hx.injOn hdeg
  rw [Lagrange.interpolate_apply] at hint
  have hsum : ∑ j, u (x j) • ((Real.exp (x j / 2) / x j) •
      (X * Lagrange.basis Finset.univ x j)) = X * q := by
    conv_rhs => rw [hint]
    rw [Finset.mul_sum]
    refine Finset.sum_congr rfl fun j _ => ?_
    have he : Real.exp (-x j / 2) * Real.exp (x j / 2) = 1 := by
      rw [← Real.exp_add, show -x j / 2 + x j / 2 = 0 by ring, Real.exp_zero]
    have hc : u (x j) * (Real.exp (x j / 2) / x j) = q.eval (x j) := by
      rw [hu, ← mul_div_assoc, div_eq_iff (hpos j).ne']
      linear_combination (x j * q.eval (x j)) * he
    rw [smul_smul, hc, smul_eq_C_mul]
    ring
  have hu' : u = fun s => (X * q).eval s * Real.exp (-s / 2) := by
    funext s
    rw [hu, eval_mul, eval_X]
  -- differentiation is linear in the prefactor
  have hL : ∀ j, deriv (deriv (meshFun x j)) t =
      (prefactorDeriv (prefactorDeriv ((Real.exp (x j / 2) / x j) •
        (X * Lagrange.basis Finset.univ x j)))).eval t * Real.exp (-t / 2) := by
    intro j
    rw [hmesh j, deriv_eval_mul_exp, deriv_eval_mul_exp]
  have hR : deriv (deriv u) t =
      (prefactorDeriv (prefactorDeriv (X * q))).eval t * Real.exp (-t / 2) := by
    rw [hu', deriv_eval_mul_exp, deriv_eval_mul_exp]
  rw [hR, ← hsum]
  simp only [hL, map_sum, map_smul, eval_finsetSum, eval_smul, smul_eq_mul, Finset.sum_mul]
  refine Finset.sum_congr rfl fun j _ => ?_
  ring
```

## (d) The matrix as a differential operator

For the same $u$, show that

$$\sum_j H_{ij}u(x_j)=-\frac{u''(x_i)}{2h^2}+\Big(\frac{l(l+1)}{2h^2x_i^2}-\frac{Z}{hx_i}\Big)u(x_i).$$

**Solution.** Split the sum. The kinetic part is (c) at $t=x_i$, divided by $-2h^2$; in the potential part $\delta_{ij}$ leaves only $j=i$, which is the step `Finset.sum_ite_eq`.

```lean
/-- For distinct positive nodes the mesh Hamiltonian acts on the node values of
`s q(s) exp(-s/2)`, with `q` of degree below `N`, as the radial differential operator does. -/
theorem meshHamiltonian_mulVec {N : ℕ} {x : Fin N → ℝ} (hx : Function.Injective x)
    (hpos : ∀ i, 0 < x i) {q : ℝ[X]} (hq : q.natDegree < N) {u : ℝ → ℝ}
    (hu : ∀ s, u s = s * q.eval s * Real.exp (-s / 2)) (h Z : ℝ) (l : ℕ) (i : Fin N) :
    (meshHamiltonian x h Z l *ᵥ fun j => u (x j)) i =
      -deriv (deriv u) (x i) / (2 * h ^ 2) +
        (l * (l + 1) / (2 * h ^ 2 * x i ^ 2) - Z / (h * x i)) * u (x i) := by
  rw [← mesh_second_deriv_exact hx hpos hq hu (x i), ← Finset.sum_neg_distrib,
    Finset.sum_div]
  simp only [Matrix.mulVec, dotProduct, meshHamiltonian, Matrix.of_apply, add_mul,
    Finset.sum_add_distrib, ite_mul, zero_mul, Finset.sum_ite_eq, Finset.mem_univ, if_true]
  congr 1
  refine Finset.sum_congr rfl fun j _ => ?_
  ring
```

## (e) The radial equation

Let $w$ solve the Laguerre equation and let $n=l+k+1$. Show that for $t\neq0$

$$u''=\Big(\frac{l(l+1)}{t^2}-\frac nt+\frac14\Big)u.$$

**Solution.** Put $P=t^{l+1}w$. By (b), $u''=(P''-P'+\tfrac14P)e^{-t/2}$. Here

$$P'=t^{l+1}w'+(l+1)t^lw,$$
$$P''=t^{l+1}w''+2(l+1)t^lw'+l(l+1)t^{l-1}w,$$

where the last term is absent for $l=0$. Hence

$$P''-P'=t^l\big[tw''+(2l+2-t)w'\big]+l(l+1)t^{l-1}w-(l+1)t^lw.$$

The Laguerre equation turns the bracket into $-kw$, so $P''-P'=\big(l(l+1)/t^2-n/t\big)P$. In the proof `hl` treats the power $t^{l-1}$, and `linear_combination` inserts the Laguerre equation `hode`.

```lean
/-- If `w` solves the associated Laguerre equation and `n = l + deg w + 1`, the radial function
satisfies `u'' = (l(l+1)/t² - n/t + 1/4) u` at every `t ≠ 0`. -/
theorem radial_equation {n l : ℕ} {w : ℝ[X]} (hw : IsLaguerre l w)
    (hn : n = l + w.natDegree + 1) {t : ℝ} (ht : t ≠ 0) :
    deriv (deriv (radialFun l w)) t =
      (l * (l + 1) / t ^ 2 - n / t + 1 / 4) * radialFun l w t := by
  have hu : radialFun l w = fun s => (X ^ (l + 1) * w).eval s * Real.exp (-s / 2) := by
    funext s
    simp only [radialFun, eval_mul, eval_pow, eval_X]
  have ht1 : t * t⁻¹ = 1 := mul_inv_cancel₀ ht
  have hl : (l : ℝ) * t ^ (l - 1) = l * t ^ l * t⁻¹ := by
    cases l with
    | zero => simp
    | succ m =>
      rw [Nat.add_sub_cancel]
      linear_combination (-(((m + 1 : ℕ) : ℝ) * t ^ m)) * ht1
  have hode := hw t
  have hn' : (n : ℝ) = l + w.natDegree + 1 := by exact_mod_cast hn
  rw [hu, deriv_eval_mul_exp, deriv_eval_mul_exp]
  simp only [prefactorDeriv, LinearMap.sub_apply, LinearMap.smul_apply, LinearMap.id_apply,
    derivative_sub, derivative_smul, derivative_add, derivative_mul, derivative_X_pow,
    derivative_C, add_tsub_cancel_right, Nat.cast_add, Nat.cast_one, eval_sub, eval_smul,
    eval_add, eval_mul, eval_pow, eval_X, eval_C, eval_zero, smul_eq_mul, hn']
  -- the Laguerre equation removes the derivatives of `w`
  linear_combination (Real.exp (-t / 2) * t ^ l) * hode +
    (Real.exp (-t / 2) * (l + 1) * w.eval t) * hl -
    (Real.exp (-t / 2) * w.eval t * t ^ l *
      (l * (l + 1) * t⁻¹ - (l + w.natDegree + 1))) * ht1
```

## (f) Exact eigenvectors

Let the nodes be distinct and positive, $Z>0$, $w\neq0$ a Laguerre solution, $n=l+k+1\le N$ and $h=n/(2Z)$. Show that the vector $u(x_i)$ is non-zero and satisfies

$$\sum_jH_{ij}u(x_j)=-\frac{Z^2}{2n^2}\,u(x_i).$$

**Solution.** Here $q=t^lw$ has degree $n-1<N$, so (d) applies. Inserting (e), the centrifugal terms cancel:

$$\sum_jH_{ij}u(x_j)=\Big(\frac{n}{2h^2x_i}-\frac{Z}{hx_i}-\frac1{8h^2}\Big)u(x_i).$$

With $h=n/(2Z)$ the first two terms cancel, and $1/(8h^2)=Z^2/(2n^2)$; `field_simp` and `ring` do this algebra. If the vector vanished, $w$ would have $N$ distinct roots, more than its degree, so $w=0$, a contradiction.

This scale makes $e^{-x/2}=e^{-Zr/n}$, the physical decay of level $n$. The polynomial $w$ is a hypothesis: its existence for each pair $(n,l)$ is not derived. The theorem is also silent on the other eigenvalues of the matrix.

```lean
/-- On any `N` distinct positive nodes with `h = n/(2Z)`, `Z > 0`, every hydrogenic state with
`n = l + deg w + 1 ≤ N` and non-zero Laguerre factor `w` gives an exact eigenvector of the mesh
Hamiltonian, with eigenvalue `-Z²/(2n²)`. -/
theorem hydrogenic_exact {N n l : ℕ} {x : Fin N → ℝ} (hx : Function.Injective x)
    (hpos : ∀ i, 0 < x i) {Z : ℝ} (hZ : 0 < Z) {w : ℝ[X]} (hw0 : w ≠ 0)
    (hw : IsLaguerre l w) (hn : n = l + w.natDegree + 1) (hN : n ≤ N) :
    meshHamiltonian x (n / (2 * Z)) Z l *ᵥ (fun i => radialFun l w (x i)) =
      (-(Z ^ 2 / (2 * (n : ℝ) ^ 2))) • (fun i => radialFun l w (x i)) ∧
    (fun i => radialFun l w (x i)) ≠ 0 := by
  constructor
  · funext i
    have hq : (X ^ l * w : ℝ[X]).natDegree < N := by
      have h1 := natDegree_mul_le (p := (X ^ l : ℝ[X])) (q := w)
      rw [natDegree_X_pow] at h1
      omega
    have hu : ∀ s, radialFun l w s = s * (X ^ l * w).eval s * Real.exp (-s / 2) := by
      intro s
      simp only [radialFun, eval_mul, eval_pow, eval_X]
      ring
    have hxi : x i ≠ 0 := (hpos i).ne'
    have hn0 : (n : ℝ) ≠ 0 := by
      have : n ≠ 0 := by omega
      exact_mod_cast this
    have hZ0 : Z ≠ 0 := hZ.ne'
    rw [meshHamiltonian_mulVec hx hpos hq hu, radial_equation hw hn hxi, Pi.smul_apply,
      smul_eq_mul]
    generalize radialFun l w (x i) = u
    -- the scale `h = n/(2Z)` cancels the Coulomb term
    field_simp
    ring
  · -- a non-zero `w` cannot vanish at all nodes
    intro h0
    refine hw0 (eq_zero_of_natDegree_lt_card_of_eval_eq_zero w hx (fun i => ?_) ?_)
    · have hi : x i ^ (l + 1) * w.eval (x i) * Real.exp (-x i / 2) = 0 := congrFun h0 i
      have h1 := (mul_eq_zero.mp hi).resolve_right (Real.exp_ne_zero _)
      exact (mul_eq_zero.mp h1).resolve_left (pow_ne_zero _ (hpos i).ne')
    · rw [Fintype.card_fin]
      omega
```

## (g) The states with $l=n-1$

For $1\le n\le N$ and $h=n/(2Z)$, show that $x_i^ne^{-x_i/2}$ is an eigenvector for $l=n-1$ with eigenvalue $-Z^2/(2n^2)$.

**Solution.** The constant $w=1$ has $k=0$ and solves the Laguerre equation, since every term vanishes. Then $n=l+1$, and (f) applies. Dividing by $\sqrt{h\,(2n)!}$ normalises the radial function in $r$.

```lean
/-- For `1 ≤ n ≤ N`, `Z > 0`, distinct positive nodes and `h = n/(2Z)`, the mesh Hamiltonian with
`l = n-1` has the eigenvector `x_i^n exp(-x_i/2)` with eigenvalue exactly `-Z²/(2n²)`. -/
theorem circular_state_exact {N n : ℕ} (hn : 1 ≤ n) (hN : n ≤ N) {x : Fin N → ℝ}
    (hx : Function.Injective x) (hpos : ∀ i, 0 < x i) {Z : ℝ} (hZ : 0 < Z) :
    meshHamiltonian x (n / (2 * Z)) Z (n - 1) *ᵥ (fun i => x i ^ n * Real.exp (-x i / 2)) =
      (-(Z ^ 2 / (2 * (n : ℝ) ^ 2))) • (fun i => x i ^ n * Real.exp (-x i / 2)) ∧
    (fun i => x i ^ n * Real.exp (-x i / 2)) ≠ 0 := by
  obtain ⟨l, rfl⟩ : ∃ l, n = l + 1 := ⟨n - 1, by omega⟩
  have hv : (fun i => x i ^ (l + 1) * Real.exp (-x i / 2)) =
      fun i => radialFun l 1 (x i) := by
    funext i
    simp only [radialFun, eval_one, mul_one]
  have hw : IsLaguerre l 1 := by
    intro t
    simp
  rw [hv, Nat.add_sub_cancel]
  exact hydrogenic_exact hx hpos hZ one_ne_zero hw (by simp) hN
```

The bound $n\le N$ cannot be relaxed to $n\le N+1$. Take $N=1$, $n=2$, $l=1$, $h=1/Z$ and the node $x_0=1$. Then $f_0''(1)=-\tfrac34$, and the only matrix entry is $\tfrac38Z^2+Z^2-Z^2=\tfrac38Z^2$, not $-\tfrac18Z^2$.

## (h) The 2s state

For $N\ge2$, $l=0$ and $h=1/Z$, show that $x_i(x_i-2)e^{-x_i/2}$ is an eigenvector with eigenvalue $-Z^2/8$.

**Solution.** For $w=t-2$ we have $w'=1$, $w''=0$ and $k=1$, so the Laguerre equation reads $(2-t)+(t-2)=0$. Use (f) with $n=2$. The factor $\sqrt{Z/8}$ normalises the radial function in $r$.

For this one-electron Coulomb problem, with $h$ matched to a single $n$, the result gives a check on code that builds the matrix above from true second derivatives at freely chosen nodes: moving the nodes, kept distinct and positive with $N\ge n>l$, must leave the eigenvalue $-Z^2/(2n^2)$ in place, up to rounding errors. These can be strongly amplified when the nodes are many or closely spaced, so the check is best made with a few well-separated nodes. The check does not apply to code whose closed-form kinetic entries hold only at the zeros of a Laguerre polynomial.

```lean
/-- The 2s state: on at least two distinct positive nodes, with `Z > 0` and `h = 1/Z`, the vector
`x_i (x_i - 2) exp(-x_i/2)` is an eigenvector for `l = 0` with eigenvalue `-Z²/8`. -/
theorem two_s_exact {N : ℕ} (hN : 2 ≤ N) {x : Fin N → ℝ} (hx : Function.Injective x)
    (hpos : ∀ i, 0 < x i) {Z : ℝ} (hZ : 0 < Z) :
    meshHamiltonian x (1 / Z) Z 0 *ᵥ (fun i => x i * (x i - 2) * Real.exp (-x i / 2)) =
      (-(Z ^ 2 / 8)) • (fun i => x i * (x i - 2) * Real.exp (-x i / 2)) ∧
    (fun i => x i * (x i - 2) * Real.exp (-x i / 2)) ≠ 0 := by
  have hw : IsLaguerre 0 (X - C 2) := by
    intro t
    rw [natDegree_X_sub_C]
    simp only [derivative_sub, derivative_X, derivative_C, sub_zero, derivative_one,
      eval_zero, eval_one, eval_sub, eval_X, eval_C, Nat.cast_zero, Nat.cast_one]
    ring
  have hv : (fun i => x i * (x i - 2) * Real.exp (-x i / 2)) =
      fun i => radialFun 0 (X - C 2) (x i) := by
    funext i
    simp only [radialFun, eval_sub, eval_X, eval_C, zero_add, pow_one]
  have h := hydrogenic_exact (n := 2) hx hpos hZ (X_sub_C_ne_zero 2) hw
    (by rw [natDegree_X_sub_C]) hN
  have e1 : ((2 : ℕ) : ℝ) / (2 * Z) = 1 / Z := by
    rw [Nat.cast_ofNat, div_eq_div_iff (by positivity) hZ.ne']
    ring
  have e2 : Z ^ 2 / (2 * ((2 : ℕ) : ℝ) ^ 2) = Z ^ 2 / 8 := by
    norm_num
  rw [e1, e2] at h
  rw [hv]
  exact h

end

end LagrangeMeshHydrogen
```

```lean
#print axioms LagrangeMeshHydrogen.meshFun_node
#print axioms LagrangeMeshHydrogen.hydrogenic_exact
#print axioms LagrangeMeshHydrogen.circular_state_exact
#print axioms LagrangeMeshHydrogen.two_s_exact
```

```
'LagrangeMeshHydrogen.meshFun_node' depends on axioms: [propext, Classical.choice, Quot.sound]
'LagrangeMeshHydrogen.hydrogenic_exact' depends on axioms: [propext, Classical.choice, Quot.sound]
'LagrangeMeshHydrogen.circular_state_exact' depends on axioms: [propext, Classical.choice, Quot.sound]
'LagrangeMeshHydrogen.two_s_exact' depends on axioms: [propext, Classical.choice, Quot.sound]
```
